# An idempotent density matrix with an injective fragment–environment block has a half-filled embedding cluster

Let \(A\) label the orbitals of a fragment and \(B\) those of its environment, and let \(P\) be a matrix on \(\mathbb{C}^A\oplus\mathbb{C}^B\) with \(P^2=P\). Write \(P_{BA}\) for the block that takes fragment vectors to environment vectors. If \(P_{BA}\) is injective, its range, the bath, has dimension \(|A|\). Fragment and bath together span a \(P\)-invariant cluster of dimension \(2|A|\), on which \(P\) has trace \(|A|\).

For a Slater determinant whose occupied orbitals each have definite spin, up or down, \(P\) is the one-particle density matrix of one spin species in an orthonormal basis, and the trace counts electrons of that spin. When \(P_{BA}\) is injective, this fixes the size and filling of the impurity problem in density-matrix embedding, for a finite basis and such a single-determinant mean field. The interacting problem then solved in the cluster is not treated.

## Fragment, bath and cluster

```lean
import Mathlib

open Matrix Module

namespace HalfFilledEmbedding

noncomputable section

variable {A B : Type*} [Fintype A] [Fintype B]
```

`A` and `B` are finite sets of orbital labels. A vector in \(\mathbb{C}^A\) is a function `A → ℂ`, and a vector of the whole system is a function on the disjoint union `A ⊕ B`.

```lean
/-- A fragment orbital regarded as an orbital of the whole system. -/
def inFragment : (A → ℂ) →ₗ[ℂ] (A ⊕ B → ℂ) where
  toFun a := Sum.elim a 0
  map_add' a b := by funext i; rcases i with i | i <;> simp
  map_smul' c a := by funext i; rcases i with i | i <;> simp
```

The linear map `inFragment`, written \(\iota_A\) below, sends \(a\) to \((a,0)\). The symbol `→ₗ[ℂ]` means "complex-linear map", and the last two fields prove linearity.

```lean
/-- An environment orbital regarded as an orbital of the whole system. -/
def inEnvironment : (B → ℂ) →ₗ[ℂ] (A ⊕ B → ℂ) where
  toFun b := Sum.elim 0 b
  map_add' a b := by funext i; rcases i with i | i <;> simp
  map_smul' c a := by funext i; rcases i with i | i <;> simp
```

Likewise `inEnvironment`, or \(\iota_B\), sends \(b\) to \((0,b)\).

```lean
/-- The bath: the range of the block `P_BA`, placed in the environment. -/
def bath (P : Matrix (A ⊕ B) (A ⊕ B) ℂ) : Submodule ℂ (A ⊕ B → ℂ) :=
  LinearMap.range (inEnvironment ∘ₗ P.toBlocks₂₁.mulVecLin)
```

The bath is \(\{(0,P_{BA}a) : a\in\mathbb{C}^A\}\). In `toBlocks₂₁` the first index is the block row (\(B\)), the second the block column (\(A\)).

```lean
/-- The embedding cluster: all fragment orbitals together with the bath. -/
def cluster (P : Matrix (A ⊕ B) (A ⊕ B) ℂ) : Submodule ℂ (A ⊕ B → ℂ) :=
  LinearMap.range (inFragment (A := A) (B := B)) ⊔ bath P
```

The cluster is the sum of two subspaces, written `⊔`: all fragment orbitals plus the bath.

```lean
/-- The space of fragment orbitals after application of `P`. -/
def projectedFragment (P : Matrix (A ⊕ B) (A ⊕ B) ℂ) : Submodule ℂ (A ⊕ B → ℂ) :=
  LinearMap.range (P.mulVecLin ∘ₗ inFragment)
```

This is the space \(P\iota_A\mathbb{C}^A\), the fragment orbitals after projection. It will turn out to be the occupied part of the cluster.

## The projector keeps the cluster invariant

```lean
/-- Applying `P` to a fragment orbital gives a fragment part `P_AA a` and a bath part
`P_BA a`. -/
theorem mulVec_inFragment (P : Matrix (A ⊕ B) (A ⊕ B) ℂ) (a : A → ℂ) :
    P *ᵥ inFragment a =
      inFragment (P.toBlocks₁₁ *ᵥ a) + inEnvironment (P.toBlocks₂₁ *ᵥ a) := by
  funext i
  rcases i with i | i <;>
    simp [inFragment, inEnvironment, Matrix.mulVec, dotProduct, Matrix.toBlocks₁₁,
      Matrix.toBlocks₂₁, Fintype.sum_sum_type]
```

With `*ᵥ` for matrix times vector, this is the first column of the block form:
\[
P\iota_A a=\iota_A P_{AA}a+\iota_B P_{BA}a .
\]
The proof compares the two sides component by component, first on \(A\), then on \(B\).

```lean
/-- An idempotent `P` maps every cluster orbital to a projected fragment orbital. -/
theorem mulVec_mem_projectedFragment {P : Matrix (A ⊕ B) (A ⊕ B) ℂ} (hP : P * P = P)
    {x : A ⊕ B → ℂ} (hx : x ∈ cluster P) : P *ᵥ x ∈ projectedFragment P := by
  obtain ⟨_, ⟨a, rfl⟩, _, ⟨b, rfl⟩, rfl⟩ := Submodule.mem_sup.mp hx
  -- a bath orbital is a projected fragment orbital minus its fragment part
  have hb : inEnvironment (P.toBlocks₂₁ *ᵥ b) =
      P *ᵥ inFragment b - inFragment (P.toBlocks₁₁ *ᵥ b) := by
    rw [mulVec_inFragment]; abel
  have hPP : P *ᵥ (P *ᵥ inFragment b) = P *ᵥ inFragment b := by
    rw [Matrix.mulVec_mulVec, hP]
  refine ⟨a + b - P.toBlocks₁₁ *ᵥ b, ?_⟩
  change P *ᵥ inFragment (a + b - P.toBlocks₁₁ *ᵥ b) =
    P *ᵥ (inFragment a + inEnvironment (P.toBlocks₂₁ *ᵥ b))
  rw [hb]
  simp only [map_sub, map_add, Matrix.mulVec_add, Matrix.mulVec_sub, hPP]
  abel
```

The claim is that \(P\) sends every cluster vector into \(P\iota_A\mathbb{C}^A\). By hand, write \(x=\iota_A a+\iota_B P_{BA}b\) with \(a,b\in\mathbb{C}^A\); the `obtain` line does this. The previous identity gives
\[
\iota_B P_{BA}b=P\iota_A b-\iota_A P_{AA}b .
\]
Apply \(P\) to \(x\) and use \(P^2=P\):
\[
Px=P\iota_A a+P\iota_A b-P\iota_A P_{AA}b=P\iota_A\,(a+b-P_{AA}b).
\]
The vector in brackets is the one supplied after `refine`.

```lean
/-- Projected fragment orbitals lie in the cluster. -/
theorem projectedFragment_le_cluster (P : Matrix (A ⊕ B) (A ⊕ B) ℂ) :
    projectedFragment P ≤ cluster P := by
  rintro _ ⟨a, rfl⟩
  change P *ᵥ inFragment a ∈ cluster P
  rw [mulVec_inFragment]
  exact Submodule.add_mem_sup ⟨_, rfl⟩ ⟨a, rfl⟩
```

Conversely, \(P\iota_A a\) is a fragment vector plus a bath vector, so it lies in the cluster.

```lean
/-- The restriction of an idempotent `P` to its embedding cluster. -/
def clusterDensity (P : Matrix (A ⊕ B) (A ⊕ B) ℂ) (hP : P * P = P) :
    cluster P →ₗ[ℂ] cluster P :=
  P.mulVecLin.restrict fun _ hx =>
    projectedFragment_le_cluster P (mulVec_mem_projectedFragment hP hx)
```

The last two results together say that \(P\) maps the cluster into itself. Lean requires this proof before it will form the restriction \(P|_{\text{cluster}}\), called `clusterDensity`.

## Counting the electrons

```lean
/-- The trace of a projection on a finite-dimensional space is the dimension of the subspace
onto which it projects. -/
theorem trace_of_isProj {V : Type*} [AddCommGroup V] [Module ℂ V] [FiniteDimensional ℂ V]
    {p : Submodule ℂ V} {f : V →ₗ[ℂ] V} (h : LinearMap.IsProj p f) :
    LinearMap.trace ℂ V f = (finrank ℂ p : ℂ) :=
  h.trace
```

`LinearMap.IsProj p f` says that \(f\) maps everything into \(p\) and leaves each vector of \(p\) unchanged. In a basis adapted to \(p\) and \(\ker f\), such a map is diagonal with \(\dim p\) ones and otherwise zeros, so its trace is \(\dim p\). Mathlib supplies this fact; `finrank` is the dimension.

```lean
/-- The trace of an idempotent `P` on the cluster is the dimension of the projected
fragment. -/
theorem trace_clusterDensity (P : Matrix (A ⊕ B) (A ⊕ B) ℂ) (hP : P * P = P) :
    LinearMap.trace ℂ (cluster P) (clusterDensity P hP) =
      (finrank ℂ (projectedFragment P) : ℂ) := by
  have h : LinearMap.IsProj ((projectedFragment P).comap (cluster P).subtype)
      (clusterDensity P hP) := by
    refine ⟨fun x => mulVec_mem_projectedFragment hP x.2, fun x hx => Subtype.ext ?_⟩
    obtain ⟨a, ha⟩ := hx
    have ha' : P *ᵥ inFragment a = (x : A ⊕ B → ℂ) := ha
    change P *ᵥ (x : A ⊕ B → ℂ) = x
    rw [← ha', Matrix.mulVec_mulVec, hP]
  have e := (Submodule.comapSubtypeEquivOfLe (projectedFragment_le_cluster P)).finrank_eq
  exact (trace_of_isProj h).trans (congrArg (Nat.cast : ℕ → ℂ) e)
```

The restricted \(P\) is a projection onto \(P\iota_A\mathbb{C}^A\). It maps the cluster there, and it fixes each vector there because \(P(P\iota_A a)=P\iota_A a\). Hence
\[
\operatorname{tr}P|_{\text{cluster}}=\dim P\iota_A\mathbb{C}^A .
\]
The `comap` is this same space viewed as a subspace of the cluster, and `e` records that its dimension is unchanged.

```lean
/-- If `P_BA` is injective, the projected fragment has as many dimensions as the fragment
has orbitals. -/
theorem finrank_projectedFragment {P : Matrix (A ⊕ B) (A ⊕ B) ℂ}
    (hinj : Function.Injective P.toBlocks₂₁.mulVec) :
    finrank ℂ (projectedFragment P) = Fintype.card A := by
  have h : Function.Injective (P.mulVecLin ∘ₗ inFragment (A := A) (B := B)) := by
    intro x y hxy
    have hxy' : P *ᵥ inFragment x = P *ᵥ inFragment y := hxy
    rw [mulVec_inFragment, mulVec_inFragment] at hxy'
    -- compare the environment components
    apply hinj
    funext i
    simpa [inFragment, inEnvironment] using congrFun hxy' (Sum.inr i)
  rw [projectedFragment, LinearMap.finrank_range_of_inj h,
    Module.finrank_fintype_fun_eq_card]
```

If \(P\iota_A x=P\iota_A y\), the environment components give \(P_{BA}x=P_{BA}y\), and injectivity gives \(x=y\). So \(P\iota_A\) is injective and its range has dimension \(|A|\).

## Counting the orbitals

```lean
/-- The cluster dimension is the number of fragment orbitals plus the bath dimension. -/
theorem finrank_cluster (P : Matrix (A ⊕ B) (A ⊕ B) ℂ) :
    finrank ℂ (cluster P) = Fintype.card A + finrank ℂ (bath P) := by
  have hA : Function.Injective (inFragment (A := A) (B := B)) := by
    intro x y hxy
    funext i
    simpa [inFragment] using congrFun hxy (Sum.inl i)
  have hdis : LinearMap.range (inFragment (A := A) (B := B)) ⊓ bath P = ⊥ := by
    rw [eq_bot_iff]
    rintro x ⟨⟨a, ha⟩, ⟨b, hb⟩⟩
    rw [Submodule.mem_bot]
    funext i
    rcases i with i | i
    · rw [← hb]; simp [inEnvironment]
    · rw [← ha]; simp [inFragment]
  have h := Submodule.finrank_sup_add_finrank_inf_eq
    (LinearMap.range (inFragment (A := A) (B := B))) (bath P)
  rw [hdis, finrank_bot, add_zero, LinearMap.finrank_range_of_inj hA,
    Module.finrank_fintype_fun_eq_card] at h
  exact h
```

A vector in both fragment and bath has no environment part and no fragment part, so it is zero. The dimensions therefore add:
\[
\dim(\text{cluster})=|A|+\dim(\text{bath}).
\]

```lean
/-- The cluster has twice as many orbitals as the fragment exactly when `P_BA` is
injective. -/
theorem finrank_cluster_eq_two_mul_iff (P : Matrix (A ⊕ B) (A ⊕ B) ℂ) :
    finrank ℂ (cluster P) = 2 * Fintype.card A ↔
      Function.Injective P.toBlocks₂₁.mulVec := by
  have hrn := LinearMap.finrank_range_add_finrank_ker
    (inEnvironment (A := A) ∘ₗ P.toBlocks₂₁.mulVecLin)
  rw [Module.finrank_fintype_fun_eq_card] at hrn
  change finrank ℂ (bath P) + _ = _ at hrn
  have hB : Function.Injective (inEnvironment (A := A) (B := B)) := by
    intro x y hxy
    funext i
    simpa [inEnvironment] using congrFun hxy (Sum.inr i)
  rw [finrank_cluster]
  constructor
  · intro h
    have hker := Submodule.finrank_eq_zero.mp (show finrank ℂ (LinearMap.ker
      (inEnvironment (A := A) ∘ₗ P.toBlocks₂₁.mulVecLin)) = 0 by omega)
    intro x y hxy
    exact LinearMap.ker_eq_bot.mp hker (congrArg (inEnvironment (A := A)) hxy)
  · intro h
    have hc : Function.Injective
        (inEnvironment (A := A) ∘ₗ P.toBlocks₂₁.mulVecLin) :=
      fun x y hxy => h (hB hxy)
    rw [LinearMap.ker_eq_bot.mpr hc, finrank_bot] at hrn
    omega
```

Rank–nullity gives \(\dim(\text{bath})+\dim\ker P_{BA}=|A|\). The cluster thus has dimension \(2|A|\) exactly when the kernel vanishes, that is, when \(P_{BA}\) is injective. This holds for any matrix \(P\), idempotent or not. The tactic `omega` does the integer arithmetic.

## Half filling

```lean
/-- For an idempotent `P` with injective block `P_BA`, the bath has as many orbitals as the
fragment, the cluster has twice as many, and the trace of `P` on the cluster is half the
cluster dimension. -/
theorem cluster_half_filled (P : Matrix (A ⊕ B) (A ⊕ B) ℂ) (hP : P * P = P)
    (hinj : Function.Injective P.toBlocks₂₁.mulVec) :
    finrank ℂ (bath P) = Fintype.card A ∧
    finrank ℂ (cluster P) = 2 * Fintype.card A ∧
    LinearMap.trace ℂ (cluster P) (clusterDensity P hP) = (Fintype.card A : ℂ) := by
  have h2 := (finrank_cluster_eq_two_mul_iff P).mpr hinj
  have h1 := finrank_cluster P
  refine ⟨by omega, h2, ?_⟩
  rw [trace_clusterDensity, finrank_projectedFragment hinj]
```

The hypotheses are `hP`, which is \(P^2=P\), and `hinj`, the injectivity of \(P_{BA}\). The three conclusions, joined by `∧`, are the bath dimension, the cluster dimension and the trace, each obtained from the results above. Hermiticity is not assumed, so oblique projectors are included. Physically, injectivity means that no non-zero fragment orbital is decoupled from the environment in the density matrix; it requires at least \(|A|\) occupied and at least \(|A|\) empty orbitals of the given spin, because \(P_{BA}\) is a block of \(P\) and \(-P_{BA}\) a block of \(1-P\). A fragment with more orbitals than there are occupied ones, as can happen in a large basis, is therefore excluded however large the environment is.

Both hypotheses matter already for one fragment site and one environment site. For \(P=0\), which is idempotent, the bath is zero, the cluster has dimension 1 and the trace is 0, so all three conclusions fail without injectivity. For
\[
P=\tfrac14\begin{pmatrix}1&1\\1&1\end{pmatrix},
\]
a bonding orbital with occupation \(\tfrac12\), the block \(P_{BA}=\tfrac14\) is injective and the cluster has dimension 2, but the trace is \(\tfrac12\) instead of 1. Fractional occupation has broken \(P^2=P\).

In a calculation with an orthonormal localised basis, one takes the block \(P_{BA}\) of the mean-field density matrix and computes its singular value decomposition \(P_{BA}=U\Sigma V^\dagger\). The columns of \(U\) with non-zero singular values are the bath orbitals, here \(|A|\) of them. Together with the fragment orbitals they form the \(2|A|\) orthonormal columns of a matrix \(C\), and \(\operatorname{tr}(C^\dagger PC)=|A|\). For a closed-shell mean field, the cluster problem is then set up with \(2|A|\) electrons in \(2|A|\) spatial orbitals.

## Dimers cut through every bond

```lean
/-- The projector onto the bonding orbitals of a set of identical dimers, with one site of
each dimer in the fragment and the other in the environment. -/
def dimerProjector (A : Type*) [DecidableEq A] : Matrix (A ⊕ A) (A ⊕ A) ℂ :=
  Matrix.fromBlocks ((1 / 2 : ℂ) • 1) ((1 / 2 : ℂ) • 1) ((1 / 2 : ℂ) • 1) ((1 / 2 : ℂ) • 1)
```

Each dimer has one site in the fragment and its partner in the environment, so both sides carry the labels `A`. Filling every normalised bonding orbital \((1,1)/\sqrt2\) gives
\[
P=\tfrac12\begin{pmatrix}\mathbb 1&\mathbb 1\\ \mathbb 1&\mathbb 1\end{pmatrix}.
\]

```lean
/-- The dimer projector is Hermitian and idempotent, and its fragment-to-environment block
is injective. -/
theorem cluster_half_filled_witness [DecidableEq A] :
    (dimerProjector A).IsHermitian ∧
    dimerProjector A * dimerProjector A = dimerProjector A ∧
    Function.Injective (dimerProjector A).toBlocks₂₁.mulVec := by
  have hs : ((1 / 2 : ℂ) • (1 : Matrix A A ℂ))ᴴ = (1 / 2 : ℂ) • 1 := by
    rw [Matrix.conjTranspose_smul, Matrix.conjTranspose_one]
    congr 1
    simp
  have hm : ((1 / 2 : ℂ) • (1 : Matrix A A ℂ)) * ((1 / 2 : ℂ) • 1) +
      ((1 / 2 : ℂ) • (1 : Matrix A A ℂ)) * ((1 / 2 : ℂ) • 1) = (1 / 2 : ℂ) • 1 := by
    rw [smul_mul_smul_comm, mul_one, ← add_smul]
    congr 1
    norm_num
  refine ⟨Matrix.IsHermitian.fromBlocks hs hs hs, ?_, ?_⟩
  · rw [dimerProjector, Matrix.fromBlocks_multiply, hm]
  · intro x y hxy
    funext i
    simpa [dimerProjector, Matrix.smul_mulVec] using congrFun hxy i

end

end HalfFilledEmbedding
```

This \(P\) is Hermitian because its diagonal blocks are Hermitian and its off-diagonal blocks are adjoints of each other. It is idempotent because every block of \(P^2\) equals \(\tfrac14\mathbb 1+\tfrac14\mathbb 1=\tfrac12\mathbb 1\), which is `hm`. Its block \(P_{BA}=\tfrac12\mathbb 1\) is injective. Orthogonal projectors satisfying both hypotheses therefore exist for every fragment size. Here the cluster is the whole system, with one electron per spin on each dimer.

```lean
#print axioms HalfFilledEmbedding.cluster_half_filled
```

```
'HalfFilledEmbedding.cluster_half_filled' depends on axioms: [propext, Classical.choice, Quot.sound]
```
